# Matching a two-component wave at both edges of a barrier fixes its reflected, inner and transmitted amplitudes when the component ratios are real and nonzero

A two-component wave of incoming amplitude 1 meets a barrier, and nothing comes in from the far side. The ratio of the second component to the first is `a` for the incoming and transmitted waves and −`a` for the reflected wave, of amplitude `r`. Inside, the waves of amplitudes `A` and `B` at the near edge have ratios `b` and −`b` and gain the factors e^(ix) and e^(−ix) across the barrier. The transmitted amplitude at the far edge is `t`. Here `a` and `b` are real and nonzero, and `x` is real.

The theorem `matching_iff` says that both components are continuous at both edges exactly when `t` is the inverse of cos x − i (a/b + b/a)/2 · sin x, with A = (a + b)/(2b) · e^(−ix) t, B = (b − a)/(2b) · e^(ix) t and r = A + B − 1. The proof shows that the denominator of `t` is nonzero, writes it in terms of the two phase factors, and derives each direction by linear combinations of the equations.

An attempt in Lean 4 with a fault in it:

```lean
import Mathlib

open Complex

namespace DiracBarrier

noncomputable section

/-- The four matching equations for component ratios `a` (outside) and `b` (inside) and
barrier phase `x`. -/
def Matching (a b x : ℝ) (r A B t : ℂ) : Prop :=
  1 + r = A + B ∧ (a : ℂ) * (1 - r) = b * (A - B) ∧
  A * exp (x * I) + B * exp (-(x * I)) = t ∧
  (b : ℂ) * (A * exp (x * I) - B * exp (-(x * I))) = a * t

/-- The denominator `cos x - i (a/b + b/a)/2 sin x` of the transmission amplitude,
for nonzero `a` and `b`. -/
def den (a b x : ℝ) : ℂ :=
  (Real.cos x : ℂ) + ((-((a / b + b / a) / 2 * Real.sin x) : ℝ) : ℂ) * I

/-- The squared modulus of the denominator is `1 + ((a/b - b/a)/2)² sin² x`. -/
theorem normSq_den {a b : ℝ} (ha : a ≠ 0) (hb : b ≠ 0) (x : ℝ) :
    normSq (den a b x) = 1 + ((a / b - b / a) / 2) ^ 2 * Real.sin x ^ 2 := by
  have hab : a / b * (b / a) = 1 := by field_simp
  rw [den, Complex.normSq_add_mul_I]
  generalize a / b = u at *
  generalize b / a = v at *
  linear_combination Real.sin x ^ 2 * hab + Real.sin_sq_add_cos_sq x

/-- The matching equations hold exactly for the listed amplitudes, with `t` the inverse of
the denominator. -/
theorem matching_iff {a b x : ℝ} (ha : a ≠ 0) (hb : b ≠ 0) {r A B t : ℂ} :
    Matching a b x r A B t ↔ t = 1 / den a b x ∧
      A = (a + b) / (2 * b) * exp (-(x * I)) * t ∧
      B = (b - a) / (2 * b) * exp (x * I) * t ∧ r = A + B - 1 := by
  have ha' : (a : ℂ) ≠ 0 := by exact_mod_cast ha
  have hb' : (b : ℂ) ≠ 0 := by exact_mod_cast hb
  have h2b : 2 * (b : ℂ) ≠ 0 := mul_ne_zero two_ne_zero hb'
  have h4 : 4 * (a : ℂ) * b ≠ 0 := mul_ne_zero (mul_ne_zero four_ne_zero ha') hb'
  have hD0 : den a b x ≠ 0 := by
    rw [← Complex.normSq_pos, normSq_den ha hb]
    positivity
  have hef : exp (x * I) * exp (-(x * I)) = 1 := by
    rw [← Complex.exp_add, add_neg_cancel, Complex.exp_zero]
  -- the denominator in terms of the two phase factors
  have hD : 4 * (a : ℂ) * b * den a b x
      = (a + b) ^ 2 * exp (-(x * I)) - (a - b) ^ 2 * exp (x * I) := by
    rw [← neg_mul, Complex.exp_mul_I, Complex.exp_mul_I, Complex.cos_neg, Complex.sin_neg, den]
    push_cast
    field_simp
    ring
  unfold Matching
  generalize exp (x * I) = e at *
  generalize exp (-(x * I)) = f at *
  constructor
  · rintro ⟨h1, h2, h3, h5⟩
    have hA : 2 * b * A = (a + b) * f * t := by
      linear_combination f * (b * h3 + h5) - 2 * b * A * hef
    have hB : 2 * b * B = (b - a) * e * t := by
      linear_combination e * (b * h3 - h5) - 2 * b * B * hef
    have ht : t * den a b x = 1 := by
      apply mul_left_cancel₀ h4
      linear_combination t * hD - (a + b) * hA - (a - b) * hB - 2 * b * (a * h1 + h2)
    refine ⟨eq_div_of_mul_eq hD0 ht, ?_, ?_, by linear_combination h1⟩
    · rw [← mul_div_cancel_left₀ A h2b, hA]; ring
    · rw [← mul_div_cancel_left₀ B h2b, hB]; ring
  · rintro ⟨ht, hA, hB, hr⟩
    have ht' : t * den a b x = 1 := by rw [ht]; exact div_mul_cancel₀ 1 hD0
    have hA' : 2 * b * A = (a + b) * f * t := by rw [hA]; field_simp
    have hB' : 2 * b * B = (b - a) * e * t := by rw [hB]; field_simp
    refine ⟨by linear_combination hr, ?_, ?_, ?_⟩
    · apply mul_left_cancel₀ h2b
      linear_combination t * hD - 4 * a * b * ht' - (a + b) * hA' - (a - b) * hB'
        - 2 * b * a * hr
    · apply mul_left_cancel₀ h2b
      linear_combination e * hA' + f * hB' + 2 * b * t * hef
    · linear_combination (1 / 2) * (e * hA' - f * hB' + 2 * a * t * hef)

end

end DiracBarrier
```

The compiler's answer:

```
Main.lean:39:60: error(lean.synthInstanceFailed): failed to synthesize instance of type class
  NeZero 4

Hint: Type class instance resolution failures can be inspected with the `set_option trace.Meta.synthInstance true` command.
```

After these edits no error is left:

```diff
@@ -37,5 +37,5 @@
   have hb' : (b : ℂ) ≠ 0 := by exact_mod_cast hb
   have h2b : 2 * (b : ℂ) ≠ 0 := mul_ne_zero two_ne_zero hb'
-  have h4 : 4 * (a : ℂ) * b ≠ 0 := mul_ne_zero (mul_ne_zero four_ne_zero ha') hb'
+  have h4 : 4 * (a : ℂ) * b ≠ 0 := mul_ne_zero (mul_ne_zero (by norm_num) ha') hb'
   have hD0 : den a b x ≠ 0 := by
     rw [← Complex.normSq_pos, normSq_den ha hb]
```

What went wrong. The one error is at `four_ne_zero`, in the proof of `h4`, which says that 4ab is nonzero as a complex number. The proof builds this from the factors with `mul_ne_zero`, so it needs 4 ≠ 0 in the complex numbers. The lemma `four_ne_zero` gives that only if Lean can find an instance of `NeZero 4`, and here the search for one failed. The message does not say why the search failed. The fact itself is true, and the rest of the argument for `h4` is unchanged in the repair.

The repair puts `by norm_num` in place of the lemma. This proves 4 ≠ 0 as a numerical goal, so the proof no longer depends on the instance that `four_ne_zero` asked for. The two calls of `mul_ne_zero` then combine it with `ha'` and `hb'` as before.
